# Gaussian trial energies of the quartic oscillator are unbounded below exactly when the quartic coupling is negative

Take a particle on a line in the potential \(x^2/2 - x^4/10\), in units with \(\hbar = m = \omega = 1\), and try normalized Gaussians proportional to \(e^{-wx^2/2}\). A smaller \(w\) means a wider Gaussian. Three widths give these energies:

| \(w\) | kinetic | harmonic | quartic | total |
|---|---|---|---|---|
| \(1\) | \(0.25\) | \(0.25\) | \(-0.075\) | \(0.425\) |
| \(1/10\) | \(0.025\) | \(2.5\) | \(-7.5\) | \(-4.975\) |
| \(1/100\) | \(0.0025\) | \(25\) | \(-750\) | \(-724.9975\) |

Widening the Gaussian lowers the kinetic energy and raises the harmonic energy like \(1/w\), but the quartic term grows in size like \(1/w^2\) and wins. A smaller negative coupling only delays this to a larger width.

For this one-particle, one-dimensional model, a variational search over Gaussian widths therefore has no lowest energy at any negative coupling. The same instability is the usual physical reason to expect a zero radius of convergence for the perturbation series in the coupling \(g\), since a positive radius would include small negative \(g\). That inference about the series is a heuristic and is not part of the theorems below.

## The oscillator and its trial functions

```lean
import Mathlib

open Real MeasureTheory

namespace QuarticGaussianInstability

noncomputable section
```

The trial function is

\[
\psi_w(x) = \left(\frac{w}{\pi}\right)^{1/4} e^{-wx^2/2},
\]

with the fourth root written as two nested square roots in `trial`.

```lean
/-- The Gaussian trial function `(w/π)^(1/4) exp(-w x²/2)`, meant for `w > 0`. -/
def trial (w x : ℝ) : ℝ := √(√(w / π)) * Real.exp (-w * x ^ 2 / 2)
```

The Hamiltonian at coupling \(g\) is \(H = -\tfrac12\,d^2/dx^2 + x^2/2 + g x^4\). In Lean, `hamiltonian g ψ` applies this expression to a real function, using actual second derivatives. No operator domain or self-adjoint extension is specified, and the results concern energies of these Gaussians, not a spectrum.

```lean
/-- The quartic-oscillator Hamiltonian `-½ d²/dx² + x²/2 + g x⁴` acting on a real
wavefunction. -/
def hamiltonian (g : ℝ) (ψ : ℝ → ℝ) (x : ℝ) : ℝ :=
  -(deriv (deriv ψ) x) / 2 + (x ^ 2 / 2 + g * x ^ 4) * ψ x
```

The energy is \(E_g(\psi) = \int \psi\,(H\psi)\,dx\). It is not divided by the norm, so it is an expectation value only for a normalized \(\psi\).

```lean
/-- The energy integral `∫ ψ (H ψ) dx` of a real wavefunction at coupling `g`. -/
def energy (g : ℝ) (ψ : ℝ → ℝ) : ℝ := ∫ x, ψ x * hamiltonian g ψ x
```

## \(w > 0\): the Gaussian is localized and normalizable

Physically, \(w > 0\) says that the particle is localized, with \(\langle x^2\rangle = 1/(2w)\). For \(w \le 0\) the exponential does not decay, and no prefactor can normalize it.

By hand, the condition enters through the moments \(M_n = \int x^n e^{-wx^2}\,dx\). They converge, and the boundary terms vanish when we integrate

\[
\frac{d}{dx}\left(x^{n+1}e^{-wx^2}\right) = (n+1)\,x^n e^{-wx^2} - 2w\,x^{n+2}e^{-wx^2}
\]

over the line. Hence

\[
M_{n+2} = \frac{n+1}{2w}\,M_n, \qquad M_0 = \sqrt{\pi/w}.
\]

The first theorem supplies the convergence, for every natural number \(n\).

```lean
/-- Every power of `x` is integrable against the Gaussian weight `exp(-w x²)` with `w > 0`. -/
theorem integrable_moment {w : ℝ} (hw : 0 < w) (n : ℕ) :
    Integrable (fun x : ℝ => x ^ n * Real.exp (-w * x ^ 2)) := by
  have hn : (0 : ℝ) ≤ n := n.cast_nonneg
  have h := integrable_rpow_mul_exp_neg_mul_sq hw (s := (n : ℝ)) (by linarith)
  simpa only [Real.rpow_natCast] using h
```

The second proves the recursion. Its `hd` is the derivative above, and `integral_eq_zero_of_hasDerivAt_of_integrable` says that the integral of a derivative vanishes when both the function and its derivative are integrable. This takes the place of inspecting the boundary terms.

```lean
/-- For `w > 0`, the Gaussian moment of order `n + 2` is `(n + 1)/(2w)` times the moment of
order `n`. -/
theorem moment_add_two {w : ℝ} (hw : 0 < w) (n : ℕ) :
    ∫ x : ℝ, x ^ (n + 2) * Real.exp (-w * x ^ 2) =
      ((n : ℝ) + 1) / (2 * w) * ∫ x : ℝ, x ^ n * Real.exp (-w * x ^ 2) := by
  have hd : ∀ x : ℝ, HasDerivAt (fun x : ℝ => x ^ (n + 1) * Real.exp (-w * x ^ 2))
      (((n : ℝ) + 1) * (x ^ n * Real.exp (-w * x ^ 2))
        - 2 * w * (x ^ (n + 2) * Real.exp (-w * x ^ 2))) x := by
    intro x
    have hsq : HasDerivAt (fun z : ℝ => z ^ 2) (2 * x) x := by
      simpa using hasDerivAt_pow 2 x
    refine ((hasDerivAt_pow (n + 1) x).fun_mul (hsq.const_mul (-w)).exp).congr_deriv ?_
    simp only [Nat.add_sub_cancel, Nat.cast_add, Nat.cast_one]
    ring
  have i0 := (integrable_moment hw n).const_mul ((n : ℝ) + 1)
  have i2 := (integrable_moment hw (n + 2)).const_mul (2 * w)
  -- the integral of a total derivative vanishes
  have hi := integral_eq_zero_of_hasDerivAt_of_integrable hd (i0.sub i2)
    (integrable_moment hw (n + 1))
  rw [integral_sub i0 i2, integral_const_mul, integral_const_mul] at hi
  rw [div_mul_eq_mul_div, eq_div_iff (by positivity)]
  linarith
```

The density is \(\psi_w^2 = \sqrt{w/\pi}\,e^{-wx^2}\), and its integral is \(\sqrt{w/\pi}\,\sqrt{\pi/w} = 1\). Lean separates the pointwise identity from the normalization, and only the latter assumes \(w > 0\).

```lean
/-- The square of the trial function is `√(w/π) exp(-w x²)`, with Lean's real square root (zero for
negative arguments). -/
theorem trial_sq (w x : ℝ) : trial w x ^ 2 = √(w / π) * Real.exp (-w * x ^ 2) := by
  have h1 := Real.mul_self_sqrt (Real.sqrt_nonneg (w / π))
  have h2 : Real.exp (-w * x ^ 2 / 2) * Real.exp (-w * x ^ 2 / 2)
      = Real.exp (-w * x ^ 2) := by
    rw [← Real.exp_add]
    congr 1
    ring
  unfold trial
  rw [sq, mul_mul_mul_comm, h1, h2]

/-- For `w > 0` the trial function is normalized. -/
theorem trial_normalized {w : ℝ} (hw : 0 < w) : ∫ x, trial w x ^ 2 = 1 := by
  have h : w / π * (π / w) = 1 := by
    have := Real.pi_pos
    field_simp
  simp only [trial_sq]
  rw [integral_const_mul, integral_gaussian, ← Real.sqrt_mul (by positivity), h,
    Real.sqrt_one]
```

Differentiation gives \(\psi_w' = -wx\,\psi_w\) and \(\psi_w'' = (w^2x^2 - w)\,\psi_w\), so

\[
H\psi_w = \left(\frac{w}{2} + \frac{1-w^2}{2}\,x^2 + g x^4\right)\psi_w .
\]

In the proof, `h1` is the first derivative and `h3` the second. This step is pure calculus and places no condition on \(w\).

```lean
/-- The Hamiltonian multiplies the Gaussian by the polynomial
`w/2 + (1 - w²) x²/2 + g x⁴`. -/
theorem hamiltonian_trial (g w x : ℝ) :
    hamiltonian g (trial w) x =
      (w / 2 + (1 - w ^ 2) / 2 * x ^ 2 + g * x ^ 4) * trial w x := by
  have h1 : ∀ y, HasDerivAt (trial w) (-w * y * trial w y) y := by
    intro y
    have hsq : HasDerivAt (fun z : ℝ => z ^ 2) (2 * y) y := by
      simpa using hasDerivAt_pow 2 y
    have h := ((hsq.const_mul (-w)).div_const 2).exp.const_mul (√(√(w / π)))
    exact h.congr_deriv (by unfold trial; ring)
  have h2 : deriv (trial w) = fun y => -w * y * trial w y := funext fun y => (h1 y).deriv
  have h3 : HasDerivAt (fun y => -w * y * trial w y) ((w ^ 2 * x ^ 2 - w) * trial w x) x :=
    (((hasDerivAt_id' x).const_mul (-w)).fun_mul (h1 x)).congr_deriv (by ring)
  unfold hamiltonian
  rw [h2, h3.deriv]
  ring
```

Multiplying by \(\psi_w\) and inserting the density turns the energy density into a combination of the integrands of \(M_0\), \(M_2\) and \(M_4\).

```lean
/-- The energy density `ψ (H ψ)` of the Gaussian is a combination of the Gaussian moments'
integrands of order 0, 2 and 4. -/
theorem energy_density (g w x : ℝ) :
    trial w x * hamiltonian g (trial w) x =
      √(w / π) * (w / 2 * (x ^ 0 * Real.exp (-w * x ^ 2))
        + (1 - w ^ 2) / 2 * (x ^ 2 * Real.exp (-w * x ^ 2))
        + g * (x ^ 4 * Real.exp (-w * x ^ 2))) := by
  rw [hamiltonian_trial]
  linear_combination (w / 2 + (1 - w ^ 2) / 2 * x ^ 2 + g * x ^ 4) * trial_sq w x
```

The recursion gives the normalized averages \(\langle x^2\rangle = 1/(2w)\) and \(\langle x^4\rangle = 3/(4w^2)\). Therefore

\[
E_g(\psi_w) = \frac{w}{2} + \frac{1-w^2}{4w} + \frac{3g}{4w^2}
= \frac{w}{4} + \frac{1}{4w} + \frac{3g}{4w^2}.
\]

The theorem `energy_trial` states this for every real \(g\) and every \(w > 0\), together with integrability of the energy density. The integrability matters because Lean assigns the value 0 to the integral of a non-integrable function. In the proof, `m0`, `m2` and `m4` are the unnormalized moments, and `hn` is the normalization that removes the common factor \(\sqrt{w/\pi}\,\sqrt{\pi/w}\).

```lean
/-- For `w > 0` the energy density of the Gaussian is integrable, and its energy is
`w/4 + 1/(4w) + 3g/(4w²)`. -/
theorem energy_trial (g : ℝ) {w : ℝ} (hw : 0 < w) :
    Integrable (fun x => trial w x * hamiltonian g (trial w) x) ∧
      energy g (trial w) = w / 4 + 1 / (4 * w) + 3 * g / (4 * w ^ 2) := by
  have i0 := (integrable_moment hw 0).const_mul (w / 2)
  have i2 := (integrable_moment hw 2).const_mul ((1 - w ^ 2) / 2)
  have i4 := (integrable_moment hw 4).const_mul g
  have i02 : Integrable (fun x : ℝ => w / 2 * (x ^ 0 * Real.exp (-w * x ^ 2))
      + (1 - w ^ 2) / 2 * (x ^ 2 * Real.exp (-w * x ^ 2))) := i0.add i2
  -- the three moments
  have m0 : ∫ x : ℝ, x ^ 0 * Real.exp (-w * x ^ 2) = √(π / w) := by
    simp only [pow_zero, one_mul]
    exact integral_gaussian w
  have m2 : ∫ x : ℝ, x ^ 2 * Real.exp (-w * x ^ 2) = 1 / (2 * w) * √(π / w) :=
    (moment_add_two hw 0).trans (by rw [m0, Nat.cast_zero, zero_add])
  have m4 : ∫ x : ℝ, x ^ 4 * Real.exp (-w * x ^ 2)
      = 3 / (2 * w) * (1 / (2 * w) * √(π / w)) :=
    (moment_add_two hw 2).trans (by rw [m2]; norm_num)
  have hn := trial_normalized hw
  simp only [trial_sq] at hn
  rw [integral_const_mul, integral_gaussian] at hn
  simp only [energy, energy_density]
  refine ⟨(i02.add i4).const_mul _, ?_⟩
  rw [integral_const_mul, integral_add i02 i4, integral_add i0 i2, integral_const_mul,
    integral_const_mul, integral_const_mul, m0, m2, m4]
  calc _ = (√(w / π) * √(π / w)) *
        (w / 2 + (1 - w ^ 2) / (4 * w) + 3 * g / (4 * w ^ 2)) := by ring
    _ = _ := by
        rw [hn]
        field_simp
        ring
```

## \(g < 0\): the potential falls away at large distance

A negative \(g\) turns the potential over, so that it tends to \(-\infty\) on both sides. The theorem `unbounded_below_iff` says that this sign is equivalent to the following property: for every real \(M\), some \(w > 0\) has \(E_g(\psi_w) < M\). The size of \(g\) plays no part.

Without the condition, \(g \ge 0\), and all three terms of the energy formula are nonnegative. No Gaussian then has energy below 0. The first half of the proof uses exactly this: it asks for an energy below \(M = 0\), and `positivity` supplies the contradiction.

For the other half, write \(g = -a\) with \(a > 0\) and \(w = 1/t\). The energy becomes

\[
E = \frac{1}{4t} + \frac{t}{4} - \frac{3at^2}{4}.
\]

Given \(M\), choose \(t = 1 + (1+2|M|)/a\). Then \(t \ge 1\) and \(at \ge 1 + 2|M|\), so

\[
E \le \frac14 + \frac t4 - \frac{3(1+2|M|)\,t}{4}
= \frac14 - \frac t2 - \frac{3|M|\,t}{2}
\le -\frac14 - \frac{3|M|}{2} < -|M| \le M .
\]

The sign of \(g\) is used when this \(t\) is chosen, because \(a > 0\) is what gives both \(t \ge 1\) and \(at \ge 1 + 2|M|\). Lean makes the same choice. The equations `e1` and `e2` rewrite the harmonic and quartic terms in \(t\), `h1` to `h5` record the elementary inequalities, and `nlinarith` combines them.

```lean
/-- The energies of the normalized Gaussians are unbounded below exactly when the quartic
coupling `g` is negative. -/
theorem unbounded_below_iff (g : ℝ) :
    (∀ M : ℝ, ∃ w : ℝ, 0 < w ∧ energy g (trial w) < M) ↔ g < 0 := by
  constructor
  · intro h
    by_contra hg
    have hg0 : 0 ≤ g := not_lt.mp hg
    obtain ⟨w, hw, hE⟩ := h 0
    rw [(energy_trial g hw).2] at hE
    have hpos : 0 ≤ w / 4 + 1 / (4 * w) + 3 * g / (4 * w ^ 2) := by positivity
    linarith
  · intro hg M
    obtain ⟨a, ha, rfl⟩ : ∃ a : ℝ, 0 < a ∧ g = -a := ⟨-g, by linarith, by ring⟩
    -- a wide Gaussian, w = 1/t with t large, feels mostly the quartic term
    obtain ⟨t, ht, hat⟩ : ∃ t : ℝ, 1 ≤ t ∧ 1 + 2 * |M| ≤ a * t := by
      refine ⟨1 + (1 + 2 * |M|) / a, ?_, ?_⟩
      · have : 0 ≤ (1 + 2 * |M|) / a := by positivity
        linarith
      · rw [mul_add, mul_div_cancel₀ _ ha.ne']
        linarith
    have ht0 : 0 < t := by linarith
    have hw : 0 < 1 / t := by positivity
    refine ⟨1 / t, hw, ?_⟩
    rw [(energy_trial (-a) hw).2]
    have e1 : 1 / (4 * (1 / t)) = t / 4 := by field_simp
    have e2 : 3 * (-a) / (4 * (1 / t) ^ 2) = -(3 * a * t ^ 2 / 4) := by field_simp
    rw [e1, e2]
    have h1 : 1 / t ≤ 1 := (div_le_one ht0).mpr ht
    have h2 := mul_le_mul_of_nonneg_right hat ht0.le
    have h3 : |M| ≤ |M| * t := le_mul_of_one_le_right (abs_nonneg M) ht
    have h4 := neg_abs_le M
    have h5 := abs_nonneg M
    nlinarith
```

## \(0 < a \le 1\): an explicit Gaussian with negative energy

The last theorem sets \(g = -a\) and uses one particular Gaussian, \(w = a\). Positivity of \(a\) makes the coupling destabilizing and the Gaussian normalizable at once; at \(a = 0\) the quartic term is absent, and the choice \(w = a\) would make the exponential constant, which is not normalizable. The choice of width has a simple reading: \(\langle x^2\rangle = 1/(2a)\), which is the value of \(x^2\) at which \(x^2/2 - ax^4\) returns to zero beyond the barrier.

The energy formula gives

\[
E_{-a}(\psi_a) = \frac a4 + \frac1{4a} - \frac3{4a} = \frac a4 - \frac1{2a}.
\]

The upper limit \(a \le 1\) ensures that the kinetic energy \(a/4\) is at most \(1/(4a)\). It follows that

\[
E_{-a}(\psi_a) \le -\frac1{4a}.
\]

As \(a\) decreases towards zero, this upper bound on the energy goes to \(-\infty\), because the chosen Gaussian widens at the same time. It does not mean that a weaker coupling is more unstable: at a fixed width a smaller \(a\) gives a higher energy, and at every \(a > 0\) the energies over all widths are already unbounded below. For \(a > 1\) the bound fails for this Gaussian: at \(a = 2\) the energy is \(1/4\), while the bound would require at most \(-1/8\). Other widths still give arbitrarily low energies there, by the preceding theorem.

In Lean, `ha` gives access to the energy formula, and `ha1` is the bound \(a \le 1\), from which `h` obtains \(1 \le 1/a\). After `e1` and `e2` express the fractions through \(1/a\), the claim is linear in \(a\) and \(1/a\), and `linarith` closes it with \(a \le 1 \le 1/a\).

```lean
/-- At quartic coupling `-a` with `0 < a ≤ 1`, the normalized Gaussian with `w = a` has
energy at most `-1/(4a)`. -/
theorem weak_coupling_depth {a : ℝ} (ha : 0 < a) (ha1 : a ≤ 1) :
    energy (-a) (trial a) ≤ -(1 / (4 * a)) := by
  rw [(energy_trial (-a) ha).2]
  have e1 : 1 / (4 * a) = (1 / a) / 4 := by field_simp
  have e2 : 3 * (-a) / (4 * a ^ 2) = -(3 * (1 / a) / 4) := by field_simp
  have h : 1 ≤ 1 / a := (one_le_div ha).mpr ha1
  rw [e1, e2]
  linarith

end

end QuarticGaussianInstability
```

```lean
#print axioms QuarticGaussianInstability.unbounded_below_iff
#print axioms QuarticGaussianInstability.weak_coupling_depth
```

```
'QuarticGaussianInstability.unbounded_below_iff' depends on axioms: [propext, Classical.choice, Quot.sound]
'QuarticGaussianInstability.weak_coupling_depth' depends on axioms: [propext, Classical.choice, Quot.sound]
```
